# Among symmetric matrices with a prescribed curvature along a nonzero step, the weak-secant update is the one closest in Frobenius norm to a symmetric model Hessian

After each step of a quasi-Newton geometry optimisation, the model Hessian can be corrected with the gradients already computed. Let \(B\) be the current model Hessian, \(s\) the displacement just taken, and \(y\) the gradient at the new geometry minus the gradient at the old one. The weak-secant correction studied here uses the gradient difference only through the number \(s\cdot y\). It replaces \(B\) by a symmetric matrix \(C\) with

\[
s^{T}Cs = s\cdot y ,
\]

and otherwise changes \(B\) as little as possible in the Frobenius norm. For symmetric \(B\) and \(s\neq 0\), exactly one matrix does this:

\[
C = B + \frac{s\cdot y - s^{T}Bs}{(s\cdot s)^2}\, s s^{T}.
\]

The condition has a direct physical reading. If \(H\) is the true Hessian of a smooth energy, \(s\cdot y\) is the average of \(s^{T}Hs\) over the straight path of the step. Per unit length squared, the measured curvature is \((s\cdot y)/(s\cdot s)\). The full secant equation \(Cs=y\) would also fix the components of \(Cs\) perpendicular to \(s\); the weak condition leaves them free.

## Coordinates, distance and the correction

The coordinates are labelled by a finite type `n`, for instance the \(3N\) Cartesian coordinates of \(N\) atoms. Vectors are functions `n → ℝ`, and `Matrix n n ℝ` is the type of real square matrices. In the code, `⬝ᵥ` is the dot product and `*ᵥ` applies a matrix to a vector, so `s ⬝ᵥ B *ᵥ s` is \(s^{T}Bs\).

```lean
import Mathlib

open Matrix

namespace WeakSecantUpdate

noncomputable section

variable {n : Type*} [Fintype n]
```

The size of a change in the Hessian is measured by the sum of its squared entries,

\[
\|A\|_F^2=\sum_{i}\sum_{j} A_{ij}^2 .
\]

Working with the square avoids a root and selects the same minimiser. This distance is unchanged by an orthogonal change of coordinates, but not in general by a rescaling such as mass weighting, so the update depends on the coordinates in which it is made.

```lean
/-- The squared Frobenius norm of a real square matrix: the sum of its squared entries. -/
def frobSq (A : Matrix n n ℝ) : ℝ := ∑ i, ∑ j, A i j ^ 2
```

The correction will be a multiple of \(ss^{T}\). Its coefficient is the curvature error divided by \((s\cdot s)^2\),

\[
c=\frac{s\cdot y-s^{T}Bs}{(s\cdot s)^2}.
\]

The power of \(s\cdot s\) deserves care. The matrix \(ss^{T}\) has curvature \(s^{T}(ss^{T})s=(s\cdot s)^2\) along \(s\), so both factors must be divided out. With only one factor in the denominator, the formula still passes every test made with a step of unit length and fails for other lengths whenever there is a curvature error to correct.

```lean
/-- The curvature error of the model Hessian `B` along the step `s`, divided by `(s·s)²`. -/
def coeff (B : Matrix n n ℝ) (s y : n → ℝ) : ℝ :=
  (s ⬝ᵥ y - s ⬝ᵥ B *ᵥ s) / (s ⬝ᵥ s) ^ 2
```

The updated Hessian is \(B+c\,ss^{T}\). In Lean, `vecMulVec s s` is the matrix with entries \(s_i s_j\). The vector `y` is arbitrary: nothing in the definition requires it to come from an energy surface.

```lean
/-- The weak-secant update of the model Hessian `B` for a step `s` and a gradient
difference `y`: a multiple of `s sᵀ` is added to `B`. -/
def update (B : Matrix n n ℝ) (s y : n → ℝ) : Matrix n n ℝ :=
  B + coeff B s y • vecMulVec s s
```

## Curvature added by a rank-one term

For any vector \(x\),

\[
(ss^{T})x=(s\cdot x)\,s,
\qquad
x^{T}(B+c\,ss^{T})x=x^{T}Bx+c\,(s\cdot x)^2 .
\]

Directions perpendicular to the step therefore keep their curvature. The proof first establishes the action of \(ss^{T}\) on \(x\), entry by entry, and then expands the dot product.

```lean
/-- Adding `c s sᵀ` to a Hessian changes the curvature along `x` by `c (s·x)²`. -/
theorem quadratic_form_rankOne (B : Matrix n n ℝ) (s x : n → ℝ) (c : ℝ) :
    x ⬝ᵥ (B + c • vecMulVec s s) *ᵥ x = x ⬝ᵥ B *ᵥ x + c * (s ⬝ᵥ x) ^ 2 := by
  have h : vecMulVec s s *ᵥ x = (s ⬝ᵥ x) • s := by
    ext i
    simp only [mulVec, dotProduct, vecMulVec_apply, Pi.smul_apply, smul_eq_mul,
      Finset.sum_mul]
    exact Finset.sum_congr rfl (fun j _ => by ring)
  rw [Matrix.add_mulVec, Matrix.smul_mulVec, h, dotProduct_add, dotProduct_smul,
    dotProduct_smul, dotProduct_comm x s]
  simp only [smul_eq_mul]
  ring
```

## Expanding the distance

For any matrix \(D\), squaring each entry of \(D+c\,ss^{T}\) and summing gives

\[
\begin{aligned}
\|D+c\,ss^{T}\|_F^2
&=\sum_{i,j}\left(D_{ij}+c\,s_i s_j\right)^2\\
&=\sum_{i,j}D_{ij}^2+2c\sum_{i,j}s_iD_{ij}s_j+c^2\sum_{i,j}s_i^2s_j^2\\
&=\|D\|_F^2+2c\,s^{T}Ds+c^2(s\cdot s)^2 .
\end{aligned}
\]

The cross term contains \(D\) only through its curvature along \(s\), which is the quantity that the weak-secant condition controls. The Lean proof writes \(s^{T}Ds\) and \((s\cdot s)^2\) as double sums, in `h1` and `h2`, and compares the summands.

```lean
/-- The squared Frobenius norm of `D + c s sᵀ`; the cross term is the curvature of `D`
along `s`. -/
theorem frobSq_add_rankOne (D : Matrix n n ℝ) (s : n → ℝ) (c : ℝ) :
    frobSq (D + c • vecMulVec s s) =
      frobSq D + 2 * c * (s ⬝ᵥ D *ᵥ s) + c ^ 2 * (s ⬝ᵥ s) ^ 2 := by
  have h1 : s ⬝ᵥ D *ᵥ s = ∑ i, ∑ j, s i * (D i j * s j) := by
    simp only [dotProduct, mulVec, Finset.mul_sum]
  have h2 : (s ⬝ᵥ s) ^ 2 = ∑ i, ∑ j, (s i * s i) * (s j * s j) := by
    rw [sq]
    simp only [dotProduct, Finset.sum_mul_sum]
  rw [h1, h2]
  simp only [frobSq, Finset.mul_sum, ← Finset.sum_add_distrib]
  refine Finset.sum_congr rfl (fun i _ => Finset.sum_congr rfl (fun j _ => ?_))
  simp only [Matrix.add_apply, Matrix.smul_apply, vecMulVec_apply, smul_eq_mul]
  ring
```

## The update is admissible

Setting \(x=s\) in the curvature formula gives

\[
s^{T}(B+c\,ss^{T})s
=s^{T}Bs+\frac{s\cdot y-s^{T}Bs}{(s\cdot s)^2}(s\cdot s)^2
=s\cdot y .
\]

The cancellation needs \(s\cdot s\neq0\), which follows from \(s\neq0\) because the entries are real.

```lean
/-- For a nonzero step the updated Hessian has the measured curvature `s·y` along `s`. -/
theorem update_curvature (B : Matrix n n ℝ) {s : n → ℝ} (y : n → ℝ) (hs : s ≠ 0) :
    s ⬝ᵥ update B s y *ᵥ s = s ⬝ᵥ y := by
  have h0 : s ⬝ᵥ s ≠ 0 := fun h => hs (dotProduct_self_eq_zero.1 h)
  rw [update, quadratic_form_rankOne, coeff, div_mul_cancel₀ _ (pow_ne_zero 2 h0)]
  ring
```

The entries of the correction satisfy \(s_i s_j=s_j s_i\). If \(B_{ij}=B_{ji}\), the updated matrix is therefore symmetric as well.

```lean
/-- The update of a symmetric Hessian is symmetric. -/
theorem update_isSymm {B : Matrix n n ℝ} (hB : B.IsSymm) (s y : n → ℝ) :
    (update B s y).IsSymm := by
  refine Matrix.IsSymm.ext (fun i j => ?_)
  simp only [update, Matrix.add_apply, Matrix.smul_apply, vecMulVec_apply, smul_eq_mul]
  rw [hB.apply i j]
  ring
```

## A right angle in the space of matrices

Write \(U=B+c\,ss^{T}\) for the update, and let \(C\) be any matrix with \(s^{T}Cs=s\cdot y\). Both have the same curvature along \(s\), so

\[
s^{T}(C-U)s=0 .
\]

Since \(C-B=(C-U)+c\,ss^{T}\), the expansion of the distance with \(D=C-U\) has no cross term:

\[
\|C-B\|_F^2=\|C-U\|_F^2+c^2(s\cdot s)^2
=\|C-U\|_F^2+\|U-B\|_F^2 .
\]

The last equality is the same expansion with \(D=0\). It also gives the length of the correction, \(\|U-B\|_F=|s\cdot y-s^{T}Bs|/(s\cdot s)\), which is the error in the curvature per unit length squared.

In the code, `hD` is the vanishing curvature of the difference, while `e1` and `e2` are the two decompositions. Symmetry is not used. The identity also covers \(s=0\), where the added matrix is zero whatever its coefficient.

```lean
/-- Pythagorean identity: for every matrix `C` with curvature `s·y` along `s`, the squared
distance from `B` to `C` is the sum of those from `B` to the update and from the update
to `C`. -/
theorem frobSq_pythagoras (B C : Matrix n n ℝ) (s y : n → ℝ)
    (hC : s ⬝ᵥ C *ᵥ s = s ⬝ᵥ y) :
    frobSq (C - B) = frobSq (C - update B s y) + frobSq (update B s y - B) := by
  -- the difference of two admissible matrices has no curvature along the step
  have hD : s ⬝ᵥ (C - update B s y) *ᵥ s = 0 := by
    by_cases hs : s = 0
    · simp [hs]
    · rw [Matrix.sub_mulVec, dotProduct_sub, hC, update_curvature B y hs, sub_self]
  have e1 : C - B = (C - update B s y) + coeff B s y • vecMulVec s s := by
    unfold update
    abel
  have e2 : update B s y - B = 0 + coeff B s y • vecMulVec s s := by
    unfold update
    abel
  have hz : frobSq (0 : Matrix n n ℝ) = 0 := by simp [frobSq]
  rw [e1, e2, frobSq_add_rankOne, frobSq_add_rankOne, hD, hz, Matrix.zero_mulVec,
    dotProduct_zero]
  ring
```

## Exactly one closest matrix

The Pythagorean identity settles both directions. For every admissible \(D\),

\[
\|D-B\|_F^2=\|D-U\|_F^2+\|U-B\|_F^2\geq\|U-B\|_F^2,
\]

so \(U\) is a minimiser. Conversely, suppose that \(C\) is a minimiser. Comparing it with \(U\) gives \(\|C-B\|_F^2\leq\|U-B\|_F^2\), and the identity then forces \(\|C-U\|_F^2\leq0\). A sum of real squares can satisfy this only if every term vanishes, so \(C=U\).

The theorem `closest_iff_eq_update` states this as an equivalence. On its left side, `C` is symmetric, has the measured curvature along `s`, and is no farther from `B` than any other matrix `D` with these two properties. On its right side, `C` equals `update B s y`. The hypotheses are that `B` is symmetric and `s` is nonzero; the sign of \(s\cdot y\) is unrestricted.

In the first half of the proof, `h3` bounds each squared entry of \(C-U\) by the whole sum, and `h4` concludes that it is zero. The second half combines the identity with the nonnegativity of the remaining distance.

```lean
/-- For a symmetric Hessian `B` and a nonzero step `s`, a matrix is a Frobenius-closest one
to `B` among the symmetric matrices with curvature `s·y` along `s` if and only if it is the
weak-secant update. -/
theorem closest_iff_eq_update {B : Matrix n n ℝ} (hB : B.IsSymm) {s : n → ℝ}
    (hs : s ≠ 0) (y : n → ℝ) (C : Matrix n n ℝ) :
    (C.IsSymm ∧ s ⬝ᵥ C *ᵥ s = s ⬝ᵥ y ∧
      ∀ D : Matrix n n ℝ, D.IsSymm → s ⬝ᵥ D *ᵥ s = s ⬝ᵥ y →
        frobSq (C - B) ≤ frobSq (D - B)) ↔ C = update B s y := by
  constructor
  · rintro ⟨_, hC, hmin⟩
    have h1 := hmin _ (update_isSymm hB s y) (update_curvature B y hs)
    have h2 := frobSq_pythagoras B C s y hC
    have h3 : ∀ i j, (C - update B s y) i j ^ 2 ≤ frobSq (C - update B s y) := by
      intro i j
      calc (C - update B s y) i j ^ 2 ≤ ∑ k, (C - update B s y) i k ^ 2 :=
            Finset.single_le_sum (f := fun k => (C - update B s y) i k ^ 2)
              (fun k _ => sq_nonneg _) (Finset.mem_univ j)
        _ ≤ frobSq (C - update B s y) :=
            Finset.single_le_sum (f := fun l => ∑ k, (C - update B s y) l k ^ 2)
              (fun l _ => Finset.sum_nonneg (fun k _ => sq_nonneg _)) (Finset.mem_univ i)
    -- the distance from C to the update vanishes, entry by entry
    ext i j
    have h4 : (C - update B s y) i j ^ 2 = 0 :=
      le_antisymm (by linarith [h3 i j]) (sq_nonneg _)
    have h5 := pow_eq_zero_iff two_ne_zero |>.1 h4
    rw [Matrix.sub_apply] at h5
    linarith
  · rintro rfl
    refine ⟨update_isSymm hB s y, update_curvature B y hs, fun D _ hD => ?_⟩
    have h1 := frobSq_pythagoras B D s y hD
    have h2 : 0 ≤ frobSq (D - update B s y) :=
      Finset.sum_nonneg (fun i _ => Finset.sum_nonneg (fun j _ => sq_nonneg _))
    linarith
```

For quasi-Newton optimisation of molecular geometries or other smooth functions, the theorem characterises a single update in finitely many coordinates; it does not address the convergence of the optimisation or the quality of the resulting steps.

## When positive definiteness survives

In a minimisation, the quasi-Newton step \(-B^{-1}g\), with \(g\) the current gradient, is usually wanted in a direction of initial descent. A positive definite model guarantees this when \(g\neq0\), although a full step may still be too long to lower the energy. Suppose that \(B\) is symmetric positive definite, let \(z\) solve \(Bz=s\), and put \(\alpha=s\cdot z\). Since \(s\neq0\), also \(z\neq0\), and \(\alpha=z^{T}Bz>0\).

Testing the update on \(z\) gives a necessary condition:

\[
z^{T}Uz=\alpha+c\alpha^2=\alpha(1+c\alpha)>0
\quad\Longrightarrow\quad 1+c\alpha>0 .
\]

This condition is also sufficient. Let \(x\neq0\) and \(v=\alpha x-(s\cdot x)z\). Because \(z^{T}Bx=s\cdot x\),

\[
0\leq v^{T}Bv=\alpha\left(\alpha\,x^{T}Bx-(s\cdot x)^2\right),
\]

and hence \((s\cdot x)^2\leq\alpha\,x^{T}Bx\), which is the Cauchy–Schwarz inequality in the inner product defined by \(B\). If \(c\geq0\), the correction can only raise the curvature. If \(c<0\), then

\[
x^{T}Ux=x^{T}Bx+c(s\cdot x)^2\geq(1+c\alpha)\,x^{T}Bx>0 .
\]

Multiplying \(1+c\alpha>0\) by \((s\cdot s)^2\) puts the criterion in terms of the data:

\[
(s^{T}Bs-s\cdot y)(s\cdot z)<(s\cdot s)^2 .
\]

In Lean, positive definiteness is written out as positive curvature along every nonzero vector, and \(z\) enters through the hypothesis `B *ᵥ z = s`, without a matrix inverse. The equation `key` performs the final multiplication, `hCS` is the Cauchy–Schwarz inequality, and the last case distinction follows the sign of \(c\).

```lean
/-- Let `B` be symmetric positive definite and `B z = s` with `s` nonzero. The update is
positive definite if and only if `(s·Bs - s·y)(s·z) < (s·s)²`. -/
theorem update_posDef_iff {B : Matrix n n ℝ} (hB : B.IsSymm)
    (hpos : ∀ x : n → ℝ, x ≠ 0 → 0 < x ⬝ᵥ B *ᵥ x) {s z : n → ℝ} (hs : s ≠ 0)
    (hz : B *ᵥ z = s) (y : n → ℝ) :
    (∀ x : n → ℝ, x ≠ 0 → 0 < x ⬝ᵥ update B s y *ᵥ x) ↔
      (s ⬝ᵥ B *ᵥ s - s ⬝ᵥ y) * (s ⬝ᵥ z) < (s ⬝ᵥ s) ^ 2 := by
  have h0 : s ⬝ᵥ s ≠ 0 := fun h => hs (dotProduct_self_eq_zero.1 h)
  have hN : 0 < (s ⬝ᵥ s) ^ 2 := by positivity
  have hc : coeff B s y * (s ⬝ᵥ s) ^ 2 = s ⬝ᵥ y - s ⬝ᵥ B *ᵥ s :=
    div_mul_cancel₀ _ hN.ne'
  have hz0 : z ≠ 0 := by
    rintro rfl
    exact hs (by rw [← hz, Matrix.mulVec_zero])
  have hp : 0 < s ⬝ᵥ z := by
    have h := hpos z hz0
    rwa [hz, dotProduct_comm] at h
  have key : (s ⬝ᵥ s) ^ 2 * (1 + coeff B s y * (s ⬝ᵥ z)) =
      (s ⬝ᵥ s) ^ 2 - (s ⬝ᵥ B *ᵥ s - s ⬝ᵥ y) * (s ⬝ᵥ z) := by
    linear_combination (s ⬝ᵥ z) * hc
  constructor
  · intro h
    -- test the updated Hessian on z
    have h1 := h z hz0
    rw [update, quadratic_form_rankOne, hz, dotProduct_comm z s] at h1
    have h2 : 0 < (s ⬝ᵥ z) * (1 + coeff B s y * (s ⬝ᵥ z)) := by linarith
    have h3 := mul_pos hN ((mul_pos_iff_of_pos_left hp).1 h2)
    linarith
  · intro h x hx
    have h1 : 0 < 1 + coeff B s y * (s ⬝ᵥ z) := by
      by_contra hn
      have := mul_nonneg hN.le (neg_nonneg.2 (not_lt.1 hn))
      linarith
    have ha := hpos x hx
    have hzx : z ⬝ᵥ B *ᵥ x = s ⬝ᵥ x := by
      rw [Matrix.dotProduct_mulVec, ← Matrix.mulVec_transpose, hB.eq, hz]
    -- Cauchy-Schwarz in the inner product defined by B
    have hw : 0 ≤ (s ⬝ᵥ z) * ((s ⬝ᵥ z) * (x ⬝ᵥ B *ᵥ x) - (s ⬝ᵥ x) ^ 2) := by
      have e : ((s ⬝ᵥ z) • x - (s ⬝ᵥ x) • z) ⬝ᵥ B *ᵥ ((s ⬝ᵥ z) • x - (s ⬝ᵥ x) • z) =
          (s ⬝ᵥ z) * ((s ⬝ᵥ z) * (x ⬝ᵥ B *ᵥ x) - (s ⬝ᵥ x) ^ 2) := by
        rw [Matrix.mulVec_sub, Matrix.mulVec_smul, Matrix.mulVec_smul, hz]
        simp only [sub_dotProduct, dotProduct_sub, smul_dotProduct, dotProduct_smul,
          smul_eq_mul, hzx, dotProduct_comm x s, dotProduct_comm z s]
        ring
      rw [← e]
      by_cases hv : (s ⬝ᵥ z) • x - (s ⬝ᵥ x) • z = 0
      · rw [hv, zero_dotProduct]
      · exact (hpos _ hv).le
    have hCS := nonneg_of_mul_nonneg_right hw hp
    rw [update, quadratic_form_rankOne]
    rcases le_or_gt 0 (coeff B s y) with hc0 | hc0
    · have := mul_nonneg hc0 (sq_nonneg (s ⬝ᵥ x))
      linarith
    · have h2 := mul_nonneg (neg_nonneg.2 hc0.le) hCS
      have h3 := mul_pos ha h1
      linarith
```

## A positive measured curvature can still give an indefinite model

Take

\[
B=\begin{pmatrix}1&0\\0&8\end{pmatrix},\qquad
s=\begin{pmatrix}1\\1\end{pmatrix},\qquad
y=\begin{pmatrix}1\\0\end{pmatrix}.
\]

Here \(s\cdot y=1\), \(s^{T}Bs=9\) and \((s\cdot s)^2=4\). Per unit length squared, the measured curvature is \(1/2\), while the model predicted \(9/2\). The coefficient is \(c=(1-9)/4=-2\), and

\[
U=\begin{pmatrix}-1&-2\\-2&6\end{pmatrix}.
\]

The curvature along the first unit vector is \(-1\), although \(B\) is positive definite and \(s\cdot y>0\). The correction lowers the curvature equally along both axes, and the soft one cannot absorb the change. For this update, a positive definite \(B\) and a positive \(s\cdot y\) therefore do not guarantee a positive definite result; the criterion of the previous section decides.

The three parts of the Lean statement are the positive definiteness of \(B\), the inequality \(s\cdot y>0\), and the value \(-1\). The first is proved from \(x^{T}Bx=x_0^2+8x_1^2\), with coordinates numbered from zero as in `Fin 2`; the other two are direct evaluations.

```lean
/-- The Hessian `diag(1, 8)` is positive definite and the data `s = (1, 1)`, `y = (1, 0)`
have `s·y > 0`, yet the updated Hessian has curvature `-1` along the first axis. -/
theorem positive_curvature_not_sufficient :
    (∀ x : Fin 2 → ℝ, x ≠ 0 → 0 < x ⬝ᵥ !![1, 0; 0, 8] *ᵥ x) ∧
    (0 : ℝ) < ![1, 1] ⬝ᵥ ![1, 0] ∧
    (![1, 0] : Fin 2 → ℝ) ⬝ᵥ update !![1, 0; 0, 8] ![1, 1] ![1, 0] *ᵥ ![1, 0] = -1 := by
  refine ⟨fun x hx => ?_, ?_, ?_⟩
  · have h : x ⬝ᵥ !![1, 0; 0, 8] *ᵥ x = x 0 ^ 2 + 8 * x 1 ^ 2 := by
      simp [mulVec, dotProduct, Fin.sum_univ_two]
      ring
    rw [h]
    by_contra hn
    have h0 : x 0 = 0 := pow_eq_zero_iff two_ne_zero |>.1
      (le_antisymm (by linarith [sq_nonneg (x 1)]) (sq_nonneg (x 0)))
    have h1 : x 1 = 0 := pow_eq_zero_iff two_ne_zero |>.1
      (le_antisymm (by linarith [sq_nonneg (x 0)]) (sq_nonneg (x 1)))
    apply hx
    ext i
    fin_cases i <;> simp [h0, h1]
  · norm_num [dotProduct, Fin.sum_univ_two]
  · rw [update, quadratic_form_rankOne]
    norm_num [coeff, mulVec, dotProduct, Fin.sum_univ_two]

end

end WeakSecantUpdate
```

```lean
#print axioms WeakSecantUpdate.closest_iff_eq_update
#print axioms WeakSecantUpdate.update_posDef_iff
#print axioms WeakSecantUpdate.positive_curvature_not_sufficient
```

```
'WeakSecantUpdate.closest_iff_eq_update' depends on axioms: [propext, Classical.choice, Quot.sound]
'WeakSecantUpdate.update_posDef_iff' depends on axioms: [propext, Classical.choice, Quot.sound]
'WeakSecantUpdate.positive_curvature_not_sufficient' depends on axioms: [propext, Classical.choice, Quot.sound]
```
